# The sl2 commutators of r², the Laplacian and the Euler operator on real polynomials

If Δ is applied to r²x in three dimensions by differentiating r² alone, the answer is 6x. The correct answer is 10x, because the first derivatives of r² and x also multiply each other. The missing 4x is the Euler term in

[Δ, r²] = 4E + 2d.

Here d is the number of variables, r² = Σ x_i², Δ = Σ ∂_i², E = Σ x_i∂_i, and [A, B] = AB − BA. E multiplies a homogeneous polynomial by its degree.

## A polynomial domain

The operators act on real polynomials, which every one of them maps back to polynomials. In `Op d`, products are compositions and `1` is the identity; `Fin d` labels the coordinates. `pos i` multiplies by x_i, and `der i` is the formal partial derivative.

```lean
import Mathlib

open MvPolynomial

namespace HiddenSl2

noncomputable section

/-- Linear operators on real polynomials in `d` variables. -/
abbrev Op (d : ℕ) := Module.End ℝ (MvPolynomial (Fin d) ℝ)

/-- The position operator: multiplication by the coordinate `x_i`. -/
def pos {d : ℕ} (i : Fin d) : Op d := LinearMap.mulLeft ℝ (X i)

/-- The partial derivative along the coordinate `x_i`. -/
def der {d : ℕ} (i : Fin d) : Op d := (pderiv i).toLinearMap

/-- Multiplication by the squared radius, the sum of the squared coordinates. -/
def rSq (d : ℕ) : Op d := ∑ i, pos i * pos i

/-- The Laplacian. -/
def lap (d : ℕ) : Op d := ∑ i, der i * der i

/-- The Euler operator, the sum of `x_i ∂_i`. -/
def euler (d : ℕ) : Op d := ∑ i, pos i * der i

/-- The Casimir combination `r² Δ - E (E + d - 2)`. -/
def casimir (d : ℕ) : Op d :=
  rSq d * lap d - euler d * (euler d + ((d : ℝ) - 2) • (1 : Op d))
```

The Leibniz rule gives ∂_i(x_j p) = δ_ij p + x_j∂_i p for every polynomial p, hence

[∂_i, x_j] = δ_ij.

The proof applies both sides to p and separates i = j from i ≠ j.

```lean
/-- The canonical commutator of a partial derivative and a coordinate is the Kronecker delta. -/
theorem der_pos {d : ℕ} (i j : Fin d) :
    der i * pos j - pos j * der i = if i = j then (1 : Op d) else 0 := by
  refine LinearMap.ext fun p => ?_
  change pderiv i (X j * p) - X j * pderiv i p = (if i = j then (1 : Op d) else 0) p
  rw [Derivation.leibniz]
  rcases eq_or_ne i j with h | h
  · subst h
    rw [pderiv_X_self, if_pos rfl]
    simp
  · rw [pderiv_X_of_ne h.symm, if_neg h]
    simp
```

The domain also ensures that partial derivatives commute. For less regular functions this can fail: f = xy(x² − y²)/(x² + y²), with f(0,0) = 0, has ∂_x∂_y f = 1 but ∂_y∂_x f = −1 at the origin. For polynomials, [∂_i, ∂_j] is a derivation that vanishes on every coordinate, so it is zero. `derivation_ext` makes this step, and summing over j gives [∂_i, Δ] = 0.

```lean
/-- Every partial derivative commutes with the Laplacian. -/
theorem der_commute_lap {d : ℕ} (i : Fin d) : Commute (der i) (lap d) := by
  have hX : ∀ a b k : Fin d, pderiv a (pderiv b (X k : MvPolynomial (Fin d) ℝ)) = 0 := by
    intro a b k
    rcases eq_or_ne k b with h | h
    · subst h
      rw [pderiv_X_self]
      simp
    · rw [pderiv_X_of_ne h, map_zero]
  -- the commutator of two derivations is a derivation, and it kills every coordinate
  have hc : ∀ j : Fin d, Commute (der i) (der j) := by
    intro j
    have h0 : ⁅(pderiv i : Derivation ℝ (MvPolynomial (Fin d) ℝ) (MvPolynomial (Fin d) ℝ)),
        (pderiv j : Derivation ℝ (MvPolynomial (Fin d) ℝ) (MvPolynomial (Fin d) ℝ))⁆ = 0 := by
      refine MvPolynomial.derivation_ext fun k => ?_
      simp only [Derivation.commutator_apply, hX, sub_zero, Derivation.coe_zero, Pi.zero_apply]
    refine LinearMap.ext fun p => ?_
    change pderiv i (pderiv j p) = pderiv j (pderiv i p)
    have h1 := DFunLike.congr_fun h0 p
    simp only [Derivation.commutator_apply, Derivation.coe_zero, Pi.zero_apply] at h1
    exact sub_eq_zero.mp h1
  exact Commute.sum_right _ _ _ fun j _ => (hc j).mul_right (hc j)
```

## Commutators in any finite dimension

No condition on d is needed here. The product rule for commutators gives

[∂_i, r²] = Σ_j ([∂_i, x_j]x_j + x_j[∂_i, x_j]) = 2x_i

[Δ, x_i] = Σ_j ([∂_j, x_i]∂_j + ∂_j[∂_j, x_i]) = 2∂_i.

```lean
/-- The commutator of `∂_i` with the squared radius is `2 x_i`. -/
theorem der_rSq {d : ℕ} (i : Fin d) :
    der i * rSq d - rSq d * der i = (2 : ℝ) • pos i := by
  rw [rSq, Finset.mul_sum, Finset.sum_mul, ← Finset.sum_sub_distrib]
  calc _ = ∑ j, (if i = j then (2 : ℝ) • pos j else 0) := by
        refine Finset.sum_congr rfl fun j _ => ?_
        have h := der_pos i j
        split_ifs at h ⊢ <;>
        linear_combination (norm := (
          simp only [mul_sub, sub_mul, mul_assoc, mul_one, one_mul, mul_zero, zero_mul]
          module)) h * pos j + pos j * h
    _ = _ := by simp

/-- The commutator of the Laplacian with `x_i` is `2 ∂_i`. -/
theorem lap_pos {d : ℕ} (i : Fin d) :
    lap d * pos i - pos i * lap d = (2 : ℝ) • der i := by
  rw [lap, Finset.mul_sum, Finset.sum_mul, ← Finset.sum_sub_distrib]
  calc _ = ∑ j, (if j = i then (2 : ℝ) • der j else 0) := by
        refine Finset.sum_congr rfl fun j _ => ?_
        have h := der_pos j i
        split_ifs at h ⊢ <;>
        linear_combination (norm := (
          simp only [mul_sub, sub_mul, mul_assoc, mul_one, one_mul, mul_zero, zero_mul]
          module)) h * der j + der j * h
    _ = _ := by simp
```

Summing over coordinates, and using ∂_i x_i = x_i∂_i + 1, gives

[Δ, r²] = Σ_i (∂_i·2x_i + 2x_i∂_i) = 4E + 2d.

Since x_i commutes with r² and ∂_i with Δ,

[E, r²] = Σ_i x_i[∂_i, r²] = 2r²

[E, Δ] = Σ_i [x_i, Δ]∂_i = −2Δ.

In each proof, `linear_combination` multiplies known commutators by the required operators, and `module` collects the terms.

```lean
/-- The commutator of the Laplacian with the squared radius is `4 E + 2 d`. -/
theorem lap_rSq (d : ℕ) :
    lap d * rSq d - rSq d * lap d = (4 : ℝ) • euler d + (2 * d : ℝ) • (1 : Op d) := by
  rw [lap, Finset.sum_mul, Finset.mul_sum, ← Finset.sum_sub_distrib]
  calc _ = ∑ i : Fin d, ((4 : ℝ) • (pos i * der i) + (2 : ℝ) • (1 : Op d)) := by
        refine Finset.sum_congr rfl fun i _ => ?_
        have h := der_rSq i
        have h1 : der i * pos i - pos i * der i = 1 := (der_pos i i).trans (if_pos rfl)
        linear_combination (norm := (
          simp only [mul_sub, sub_mul, mul_assoc, smul_mul_assoc, mul_smul_comm]
          module)) der i * h + h * der i + (2 : ℝ) • h1
    _ = _ := by
        rw [Finset.sum_add_distrib, ← Finset.smul_sum, Finset.sum_const, Finset.card_univ,
          Fintype.card_fin, euler]
        module

/-- The commutator of the Euler operator with the squared radius is `2 r²`. -/
theorem euler_rSq (d : ℕ) :
    euler d * rSq d - rSq d * euler d = (2 : ℝ) • rSq d := by
  have hp : ∀ i j : Fin d, Commute (pos i) (pos j) := fun i j => by
    refine LinearMap.ext fun p => ?_
    change X i * (X j * p) = X j * (X i * p)
    ring
  rw [euler, Finset.sum_mul, Finset.mul_sum, ← Finset.sum_sub_distrib]
  calc _ = ∑ i : Fin d, (2 : ℝ) • (pos i * pos i) := by
        refine Finset.sum_congr rfl fun i _ => ?_
        have h := der_rSq i
        have h1 : pos i * rSq d = rSq d * pos i :=
          (Commute.sum_right _ _ _ fun j _ => (hp i j).mul_right (hp i j) :
            Commute (pos i) (∑ j, pos j * pos j)).eq
        linear_combination (norm := (simp only [mul_sub, mul_assoc, mul_smul_comm]; module))
          pos i * h + h1 * der i
    _ = _ := by rw [rSq, Finset.smul_sum]

/-- The commutator of the Euler operator with the Laplacian is `-2 Δ`. -/
theorem euler_lap (d : ℕ) :
    euler d * lap d - lap d * euler d = (-2 : ℝ) • lap d := by
  rw [euler, Finset.sum_mul, Finset.mul_sum, ← Finset.sum_sub_distrib]
  calc _ = ∑ i : Fin d, (-2 : ℝ) • (der i * der i) := by
        refine Finset.sum_congr rfl fun i _ => ?_
        have h := lap_pos i
        have h1 := (der_commute_lap i).eq
        linear_combination (norm := (simp only [sub_mul, mul_assoc, smul_mul_assoc]; module))
          pos i * h1 - h * der i
    _ = _ := by rw [lap, Finset.smul_sum]
```

## Positive dimension keeps the weight nonzero

Set H = E + d/2, called `weight`, with r²/2 as `raising` and −Δ/2 as `lowering`. Then

[r²/2, −Δ/2] = [Δ, r²]/4 = H

[H, r²/2] = r² = 2(r²/2)

[H, −Δ/2] = Δ = −2(−Δ/2).

These are the defining commutation relations of the Lie algebra sl2. The names refer to polynomial degree, not to oscillator energy: on a homogeneous polynomial, r²/2 raises the degree by two, and −Δ/2 lowers it by two or gives zero.

The hypothesis `hd : 0 < d` says that there is at least one spatial coordinate. It is used only for `weight d ≠ 0`: on the constant polynomial 1, E gives zero and H gives d/2. For d = 0 the polynomials are constants, r², Δ, E and H all vanish, and the three relations reduce to 0 = 0.

```lean
/-- The weight operator `E + d/2`. -/
def weight (d : ℕ) : Op d := euler d + (d / 2 : ℝ) • (1 : Op d)

/-- The raising operator `r²/2`. -/
def raising (d : ℕ) : Op d := (1 / 2 : ℝ) • rSq d

/-- The lowering operator `-Δ/2`. -/
def lowering (d : ℕ) : Op d := (-1 / 2 : ℝ) • lap d

/-- In dimension `d > 0` the weight operator is nonzero, and the weight, raising and lowering
operators satisfy the sl2 commutation relations. -/
theorem radial_sl2_triple {d : ℕ} (hd : 0 < d) :
    weight d ≠ 0 ∧
    raising d * lowering d - lowering d * raising d = weight d ∧
    weight d * raising d - raising d * weight d = (2 : ℝ) • raising d ∧
    weight d * lowering d - lowering d * weight d = (-2 : ℝ) • lowering d := by
  unfold weight raising lowering
  refine ⟨?_, ?_, ?_, ?_⟩
  · -- on the constant polynomial 1 the weight operator gives d/2
    intro h
    have he : euler d 1 = 0 := by simp [euler, pos, der]
    have h1 := LinearMap.congr_fun h 1
    rw [LinearMap.add_apply, he, zero_add, LinearMap.smul_apply, Module.End.one_apply,
      LinearMap.zero_apply] at h1
    have hd' : (0 : ℝ) < d := by exact_mod_cast hd
    rcases smul_eq_zero.mp h1 with h2 | h2
    · linarith
    · exact one_ne_zero h2
  · linear_combination (norm := (simp only [smul_mul_assoc, mul_smul_comm]; module))
      (1 / 4 : ℝ) • lap_rSq d
  · linear_combination (norm := (
      simp only [add_mul, mul_add, smul_mul_assoc, mul_smul_comm, one_mul, mul_one]
      module)) (1 / 2 : ℝ) • euler_rSq d
  · linear_combination (norm := (
      simp only [add_mul, mul_add, smul_mul_assoc, mul_smul_comm, one_mul, mul_one]
      module)) (-1 / 2 : ℝ) • euler_lap d
```

For a single particle in an isotropic harmonic potential, in units ħ = m = ω = 1, the Hamiltonian has the form `raising + lowering`. The theorem concerns its algebra on polynomials, with no inner product, self-adjointness or normalisable states.

## Positive powers of r²

Writing the exponent as k + 1, with k a natural number, keeps r^(2k) polynomial:

Δr^(2k+2) = r^(2k+2)Δ + 4(k+1)r^(2k)E + 2(k+1)(d+2k)r^(2k).

The case k = 0 is [Δ, r²]. For the next case, multiply on the right by r² and move that factor left past Δ and E. The coefficient of r^(2k+2)E becomes 4(k+2), and that of r^(2k+2) becomes

2d + 8(k+1) + 2(k+1)(d+2k) = 2(k+2)(d+2k+2).

The induction in Lean makes the same moves with `hL` and `hE`. Negative powers would leave the polynomial domain.

```lean
/-- The commutator of the Laplacian with the power `r^(2(k+1))` is
`4 (k+1) r^(2k) E + 2 (k+1) (d + 2k) r^(2k)`. -/
theorem lap_rSq_pow (d k : ℕ) :
    lap d * rSq d ^ (k + 1) = rSq d ^ (k + 1) * lap d
      + (4 * (k + 1) : ℝ) • (rSq d ^ k * euler d)
      + (2 * (k + 1) * (d + 2 * k) : ℝ) • rSq d ^ k := by
  have hL : lap d * rSq d = rSq d * lap d + ((4 : ℝ) • euler d + (2 * d : ℝ) • (1 : Op d)) :=
    sub_eq_iff_eq_add'.mp (lap_rSq d)
  have hE : euler d * rSq d = rSq d * euler d + (2 : ℝ) • rSq d :=
    sub_eq_iff_eq_add'.mp (euler_rSq d)
  induction k with
  | zero =>
    simp only [zero_add, pow_one, pow_zero, one_mul, Nat.cast_zero]
    rw [hL]
    module
  | succ k ih =>
    -- move one factor r² at a time to the left
    rw [pow_succ (rSq d) (k + 1), ← mul_assoc, ih]
    simp only [add_mul, smul_mul_assoc, mul_assoc]
    rw [hL, hE]
    simp only [mul_add, mul_smul_comm, mul_one, ← mul_assoc, ← pow_succ]
    push_cast
    module
```

## A Casimir operator without a dimension condition

Let C = r²Δ − E(E + d − 2). With e = r²/2 and f = −Δ/2, the standard quadratic Casimir H² + 2(ef + fe) equals d(d − 4)/4 − C, so C is that operator up to a sign and an additive constant. The three commutators give

[C, r²] = r²(4E + 2d) − (4r²E + 2d r²) = 0

[C, Δ] = −(4E + 2d)Δ + (4EΔ + 2dΔ) = 0

[C, E] = −2r²Δ + 2r²Δ = 0.

The second terms of the first two lines come from E(E + d − 2), after reordering with Er² = r²E + 2r² and ΔE = EΔ + 2Δ. The proof combines the same commutators, named `h1`, `h2` and `h3`.

In polar coordinates for d ≥ 2, E is r∂_r and C is the angular Laplacian, an identification that the theorem leaves to ordinary calculus.

```lean
/-- The Casimir combination commutes with the squared radius, the Laplacian and the
Euler operator. -/
theorem casimir_commute (d : ℕ) :
    Commute (casimir d) (rSq d) ∧ Commute (casimir d) (lap d) ∧
      Commute (casimir d) (euler d) := by
  have h1 := lap_rSq d
  have h2 := euler_rSq d
  have h3 := euler_lap d
  refine ⟨?_, ?_, ?_⟩ <;> rw [commute_iff_eq, casimir]
  · linear_combination (norm := (
      simp only [mul_add, add_mul, mul_sub, sub_mul, smul_mul_assoc, mul_smul_comm, mul_one,
        mul_assoc]
      module))
      rSq d * h1 - euler d * h2 - h2 * euler d - (d : ℝ) • h2
  · linear_combination (norm := (
      simp only [mul_add, add_mul, mul_sub, sub_mul, smul_mul_assoc, mul_smul_comm, mul_one,
        one_mul, mul_assoc]
      module))
      (-1 : ℝ) • (h1 * lap d) - euler d * h3 - h3 * euler d - (d : ℝ) • h3
  · linear_combination (norm := (
      simp only [mul_add, add_mul, mul_sub, sub_mul, smul_mul_assoc, mul_smul_comm, mul_one,
        mul_assoc]
      module))
      (-1 : ℝ) • (h2 * lap d) - rSq d * h3

end

end HiddenSl2
```
```lean
#print axioms HiddenSl2.radial_sl2_triple
#print axioms HiddenSl2.lap_rSq_pow
#print axioms HiddenSl2.casimir_commute
```

```
'HiddenSl2.radial_sl2_triple' depends on axioms: [propext, Classical.choice, Quot.sound]
'HiddenSl2.lap_rSq_pow' depends on axioms: [propext, Classical.choice, Quot.sound]
'HiddenSl2.casimir_commute' depends on axioms: [propext, Classical.choice, Quot.sound]
```
